# The 2n Jordan-Wigner Majorana strings and the total parity are 2n + 1 distinct Pauli strings

On n qubits, the Jordan-Wigner encoding gives two Majorana strings per site j, with X or Y at j and Z on all earlier sites, and the total parity is Z on every qubit. The theorem says that these strings, taken without their phases and written as pairs (x, z) of bit vectors, form a set of exactly 2n + 1 elements, for every finite n. The proof writes the set as the image of a map `f` from an index type with 2n + 1 elements and shows that `f` is injective. For that it uses the x part, which is 1 only at the site j for a Majorana string and zero everywhere for the parity, and it uses the z part to tell X from Y.

Lean 4 with Mathlib refuses this proof:

```lean
import Mathlib

namespace ParityJordanWignerDuality

/-- A Pauli string on `n` qubits without its phase: the pair (x, z) of bit vectors,
with X = (1,0), Z = (0,1) and Y = (1,1) on each qubit. -/
abbrev Pauli (n : ℕ) := (Fin n → ZMod 2) × (Fin n → ZMod 2)

/-- The Jordan-Wigner string with X at site `j` and Z on all earlier sites. -/
def jwX {n : ℕ} (j : Fin n) : Pauli n :=
  (fun i => if i = j then 1 else 0, fun i => if i < j then 1 else 0)

/-- The Jordan-Wigner string with Y at site `j` and Z on all earlier sites. -/
def jwY {n : ℕ} (j : Fin n) : Pauli n :=
  (fun i => if i = j then 1 else 0, fun i => if i ≤ j then 1 else 0)

/-- The total parity Z...Z in the Jordan-Wigner encoding. -/
def jwParity (n : ℕ) : Pauli n := (fun _ => 0, fun _ => 1)

/-- The Jordan-Wigner Majorana strings together with the total parity. -/
def jwStrings (n : ℕ) : Set (Pauli n) :=
  (Set.range jwX ∪ Set.range jwY) ∪ {jwParity n}

/-- The Jordan-Wigner Majorana strings and the total parity are `2n + 1` distinct vectors. -/
theorem ncard_jwStrings (n : ℕ) : (jwStrings n).ncard = 2 * n + 1 := by
  let f : (Fin n ⊕ Fin n) ⊕ Unit → Pauli n :=
    Sum.elim (Sum.elim jwX jwY) (fun _ => jwParity n)
  have hr : jwStrings n = f '' Set.univ := by
    ext v
    constructor
    · rintro ((⟨j, rfl⟩ | ⟨j, rfl⟩) | rfl)
      exacts [⟨.inl (.inl j), trivial, rfl⟩, ⟨.inl (.inr j), trivial, rfl⟩,
        ⟨.inr (), trivial, rfl⟩]
    · rintro ⟨(j | j) | u, -, rfl⟩
      exacts [Or.inl (Or.inl ⟨j, rfl⟩), Or.inl (Or.inr ⟨j, rfl⟩), Or.inr rfl]
  -- the x part determines the site, the z part tells X from Y
  have key : ∀ j k : Fin n, (jwX j).1 = (jwX k).1 → j = k := by
    intro j k h
    have h1 := congrFun h j
    by_contra hne
    simp [jwX, hne] at h1
  have hXY : ∀ j k : Fin n, jwX j ≠ jwY k := by
    intro j k h
    have e : j = k := key j k (congrArg Prod.fst h)
    have h2 := congrFun (congrArg Prod.snd h) j
    simp [jwX, jwY, e] at h2
  have hXP : ∀ j : Fin n, (jwX j).1 ≠ (jwParity n).1 := by
    intro j h
    have h1 := congrFun h j
    simp [jwX, jwParity] at h1
  have hf : Function.Injective f := by
    rintro ((j | j) | u) ((k | k) | w) h
    · rw [key j k (congrArg Prod.fst h)]
    · exact (hXY j k h).elim
    · exact (hXP j (congrArg Prod.fst h)).elim
    · exact (hXY k j h.symm).elim
    · rw [key j k (congrArg Prod.fst h)]
    · exact (hXP j (congrArg Prod.fst h)).elim
    · exact (hXP k (congrArg Prod.fst h.symm)).elim
    · exact (hXP k (congrArg Prod.fst h.symm)).elim
    · rfl
  rw [hr, Set.ncard_image_of_injective _ hf, Set.ncard_univ, Nat.card_eq_fintype_card]
  simp only [Fintype.card_sum, Fintype.card_fin, Fintype.card_unit]
  omega

end ParityJordanWignerDuality
```

Messages:

```
Main.lean:44:49: error: Application type mismatch: The argument
  h
has type
  jwX j = jwY k
but is expected to have type
  jwX j = jwX k
in the application
  congrArg Prod.fst h
Main.lean:57:37: error: Application type mismatch: The argument
  h
has type
  f (Sum.inl (Sum.inr j)) = f (Sum.inl (Sum.inr k))
but is expected to have type
  jwX j = jwX k
in the application
  congrArg Prod.fst h
Main.lean:58:38: error: Application type mismatch: The argument
  h
has type
  f (Sum.inl (Sum.inr j)) = f (Sum.inr w)
but is expected to have type
  jwX j = jwParity n
in the application
  congrArg Prod.fst h
Main.lean:60:38: error: Application type mismatch: The argument
  Eq.symm h
has type
  f (Sum.inl (Sum.inr k)) = f (Sum.inr u)
but is expected to have type
  jwX k = jwParity n
in the application
  congrArg Prod.fst (Eq.symm h)
```

What went wrong. All four errors have the same cause. `key` and `hXP` ask for statements about the x parts of `jwX` strings, and Lean used that expected type while elaborating `congrArg Prod.fst h`. From `(jwX j).1 = (jwX k).1` it concluded that `h` must prove `jwX j = jwX k`. In the first error, `h` proves `jwX j = jwY k` instead; in the other three, `f` gives `jwY` where `jwX` is expected. The x parts of `jwX k` and `jwY k` are equal by definition, but the whole pairs are not, since their z parts differ at site k.

The notation `(... :)` makes Lean elaborate the term without the expected type. `congrArg` then takes its two sides from `h`, and only the resulting equation between x parts is compared with what `key` or `hXP` wants. That comparison succeeds by unfolding the definitions.

The diff makes this change in seven places, but only four had errors. The other three, where `h` already concerns `jwX` strings, are changed merely for uniformity.

After these edits no error is left:

```diff
@@ -42,5 +42,5 @@
   have hXY : ∀ j k : Fin n, jwX j ≠ jwY k := by
     intro j k h
-    have e : j = k := key j k (congrArg Prod.fst h)
+    have e : j = k := key j k (congrArg Prod.fst h :)
     have h2 := congrFun (congrArg Prod.snd h) j
     simp [jwX, jwY, e] at h2
@@ -51,12 +51,12 @@
   have hf : Function.Injective f := by
     rintro ((j | j) | u) ((k | k) | w) h
-    · rw [key j k (congrArg Prod.fst h)]
+    · rw [key j k (congrArg Prod.fst h :)]
     · exact (hXY j k h).elim
-    · exact (hXP j (congrArg Prod.fst h)).elim
+    · exact (hXP j (congrArg Prod.fst h :)).elim
     · exact (hXY k j h.symm).elim
-    · rw [key j k (congrArg Prod.fst h)]
-    · exact (hXP j (congrArg Prod.fst h)).elim
-    · exact (hXP k (congrArg Prod.fst h.symm)).elim
-    · exact (hXP k (congrArg Prod.fst h.symm)).elim
+    · rw [key j k (congrArg Prod.fst h :)]
+    · exact (hXP j (congrArg Prod.fst h :)).elim
+    · exact (hXP k (congrArg Prod.fst h.symm :)).elim
+    · exact (hXP k (congrArg Prod.fst h.symm :)).elim
     · rfl
   rw [hr, Set.ncard_image_of_injective _ hf, Set.ncard_univ, Nat.card_eq_fintype_card]
```
